# Every finite unitary matrix is A conj(B) with A and B symmetric unitary

A round-trip test of a propagator moves a state one step forward, applies a reversal operation, takes the same forward step again and reverses once more. The initial state should return. If the step matrix $W$ is unitary and symmetric, as for exact evolution under a time-independent real symmetric Hamiltonian, complex conjugation is a suitable reversal. With a magnetic field $W$ is in general not symmetric, and plain conjugation fails. For any finite unitary $W$ there is still a suitable reversal $x\mapsto B\bar x$, with $B$ symmetric and unitary, but $B$ may depend on $W$. Its existence is therefore no evidence that the Hamiltonian has a physical time-reversal symmetry.

The underlying identity is

$$W=A\bar B,\qquad A^T=A,\quad B^T=B,\quad A,B\ \text{unitary}.$$

Here the bar is entrywise conjugation, $T$ the transpose and $\dagger$ the adjoint.

## From symmetric matrices to antiunitary involutions

Write $K_A x=A\bar x$. For unitary $A$,

$$(K_Ax)^\dagger K_Ay=\bar x^\dagger A^\dagger A\bar y=\overline{x^\dagger y},$$

so $K_A$ is antiunitary. Since $K_AK_Bx=A\bar Bx$, the condition $K_A^2=1$ means $A\bar A=1$. This is $\bar A=A^\dagger$, or $A^T=A$.

## Constructing B from eigenvectors

Let $H=VDV^\dagger$ be Hermitian, with $V$ unitary and $D$ real diagonal. Put $B=VV^T$, which is symmetric. Because $V^T\bar V=1$, we have $BB^\dagger=VV^T\bar VV^\dagger=1$ and

$$HB=VDV^T=VV^T\bar VDV^T=BH^T.$$

To carry this over to $W$, choose a phase $z$ that is not an eigenvalue of $W$. Then $1-\bar zW=\bar z(z-W)$ is invertible. Set $U=\bar zW$, $M=1-U$ and $N=M^{-1}$. Unitarity gives

$$MM^\dagger=2-U-U^\dagger=M+M^\dagger.$$

Multiplying by $N$ on the left and $N^\dagger$ on the right gives $N+N^\dagger=1$. The matrix $i(N-N^\dagger)=i(2N-1)$ is Hermitian, so some symmetric unitary $B$ satisfies

$$i(2N-1)B=Bi(2N^T-1),\qquad\text{hence}\quad NB=BN^T.$$

Multiplying by $M$ on the left and $M^T$ on the right gives $BM^T=MB$. Thus $UB=BU^T$, and multiplication by $z$ gives $WB=BW^T$.

Now take $A=WB$. It is unitary, and $A^T=BW^T=WB=A$. Since $\bar B=B^\dagger$, also $A\bar B=WBB^\dagger=W$. Conversely, any such product $A\bar B=AB^\dagger$ is unitary.

For the reversal, $W=K_AK_B$ gives $K_BWK_B=K_BK_A$. This is the inverse of $K_AK_B$, so $K_BWK_B=W^\dagger$.

## The Lean file

```lean
import Mathlib

open Matrix

namespace AntiunitaryFactorization

variable {n : Type*} [Fintype n] [DecidableEq n]

/-- The antilinear map `x ↦ A conj(x)` on state vectors: complex conjugation followed by the
matrix `A`. -/
def antiMap (A : Matrix n n ℂ) (x : n → ℂ) : n → ℂ := A *ᵥ star x

/-- If `A` is unitary, the map `x ↦ A conj(x)` is antiunitary: it turns every inner product into
its complex conjugate. -/
theorem antiMap_inner {A : Matrix n n ℂ} (hA : A ∈ unitaryGroup n ℂ) (x y : n → ℂ) :
    star (antiMap A x) ⬝ᵥ antiMap A y = star (star x ⬝ᵥ y) := by
  have h : Aᴴ * A = 1 := mem_unitaryGroup_iff'.mp hA
  unfold antiMap
  rw [star_mulVec, star_star, ← dotProduct_mulVec, mulVec_mulVec, h, one_mulVec]
  simp [dotProduct]

omit [DecidableEq n] in
/-- Two antilinear maps compose to the linear map with matrix `A conj(B)`. -/
theorem antiMap_comp (A B : Matrix n n ℂ) (x : n → ℂ) :
    antiMap A (antiMap B x) = (A * B.map star) *ᵥ x := by
  have h : star (B *ᵥ star x) = B.map star *ᵥ x := by
    ext i
    simp [mulVec, dotProduct]
  unfold antiMap
  rw [h, mulVec_mulVec]

/-- An antiunitary map `x ↦ A conj(x)` squares to the identity exactly when the unitary matrix
`A` is symmetric. -/
theorem antiMap_involutive_iff {A : Matrix n n ℂ} (hA : A ∈ unitaryGroup n ℂ) :
    Function.Involutive (antiMap A) ↔ Aᵀ = A := by
  have h1 : A * Aᴴ = 1 := mem_unitaryGroup_iff.mp hA
  have h2 : Aᴴ * A = 1 := mem_unitaryGroup_iff'.mp hA
  constructor
  · intro h
    have h3 : A * A.map star = 1 := by
      apply Matrix.toLin'.injective
      refine LinearMap.ext fun x => ?_
      rw [toLin'_apply, toLin'_apply, ← antiMap_comp, h x, one_mulVec]
    -- the conjugate and the adjoint are both the inverse of `A`
    have h4 : Aᴴ = A.map star := by
      calc Aᴴ = Aᴴ * (A * A.map star) := by rw [h3, mul_one]
        _ = A.map star := by rw [← mul_assoc, h2, one_mul]
    ext i j
    exact star_injective (congrFun (congrFun h4 i) j)
  · intro h x
    have h3 : A.map star = Aᴴ := by rw [conjTranspose, h]
    rw [antiMap_comp, h3, h1, one_mulVec]

/-- For every Hermitian matrix `H` there is a symmetric unitary `B` with `H B = B Hᵀ`. -/
theorem hermitian_intertwiner {H : Matrix n n ℂ} (hH : H.IsHermitian) :
    ∃ B ∈ unitaryGroup n ℂ, Bᵀ = B ∧ H * B = B * Hᵀ := by
  obtain ⟨V, D, hV, hD, h⟩ : ∃ V D : Matrix n n ℂ, Vᴴ * V = 1 ∧ Dᵀ = D ∧ H = V * D * Vᴴ := by
    refine ⟨hH.eigenvectorUnitary, diagonal (RCLike.ofReal ∘ hH.eigenvalues), ?_,
      diagonal_transpose _, ?_⟩
    · exact mem_unitaryGroup_iff'.mp hH.eigenvectorUnitary.2
    · have h := hH.spectral_theorem
      rw [Unitary.conjStarAlgAut_apply] at h
      exact h
  have hV2 : V * Vᴴ = 1 := _root_.mul_eq_one_comm.mp hV
  have t1 : Vᵀ * Vᴴᵀ = 1 := by rw [← transpose_mul, hV, transpose_one]
  have e : Vᵀᴴ = Vᴴᵀ := by ext i j; rfl
  have hT : Hᵀ = Vᴴᵀ * D * Vᵀ := by rw [h, transpose_mul, transpose_mul, hD, mul_assoc]
  -- the intertwiner is `V Vᵀ`, built from the eigenvectors
  refine ⟨V * Vᵀ, ?_, by rw [transpose_mul, transpose_transpose], ?_⟩
  · rw [mem_unitaryGroup_iff, star_eq_conjTranspose, conjTranspose_mul, e]
    calc V * Vᵀ * (Vᴴᵀ * Vᴴ) = V * (Vᵀ * Vᴴᵀ) * Vᴴ := by simp only [mul_assoc]
      _ = 1 := by rw [t1, mul_one, hV2]
  · calc H * (V * Vᵀ) = V * D * (Vᴴ * V) * Vᵀ := by rw [h]; simp only [mul_assoc]
      _ = V * (Vᵀ * Vᴴᵀ) * D * Vᵀ := by rw [hV, t1, mul_one, mul_one]
      _ = V * Vᵀ * Hᵀ := by rw [hT]; simp only [mul_assoc]

/-- For every matrix `W` there is a phase `z` for which `1 - conj(z) W` is invertible. -/
theorem exists_phase (W : Matrix n n ℂ) :
    ∃ z : ℂ, z * star z = 1 ∧ IsUnit (1 - star z • W) := by
  let f : ℕ → ℂ := fun k => ((k : ℂ) + Complex.I) / ((k : ℂ) - Complex.I)
  have hm : ∀ k : ℕ, (k : ℂ) - Complex.I ≠ 0 := fun k h => by
    have := congrArg Complex.im h
    simp at this
  have hp : ∀ k : ℕ, (k : ℂ) + Complex.I ≠ 0 := fun k h => by
    have := congrArg Complex.im h
    simp at this
  have hf : ∀ k, f k * star (f k) = 1 := fun k => by
    have hs : star (f k) = ((k : ℂ) - Complex.I) / ((k : ℂ) + Complex.I) := by
      simp only [f, Complex.star_def, map_div₀, map_add, map_sub, map_natCast, Complex.conj_I]
      rw [sub_neg_eq_add, ← sub_eq_add_neg]
    have h1 := hm k
    have h2 := hp k
    rw [hs]
    simp only [f]
    field_simp
  have hinj : Function.Injective f := fun a b h => by
    simp only [f] at h
    rw [div_eq_div_iff (hm a) (hm b)] at h
    have h2 : 2 * Complex.I * ((b : ℂ) - a) = 0 := by linear_combination h
    have h3 := (mul_eq_zero.mp h2).resolve_left (by simp)
    exact_mod_cast (sub_eq_zero.mp h3).symm
  -- infinitely many phases cannot all be eigenvalues
  obtain ⟨k, hk⟩ : ∃ k, W.charpoly.eval (f k) ≠ 0 := by
    by_contra! hc
    exact (charpoly_monic W).ne_zero (Polynomial.eq_zero_of_infinite_isRoot _
      (Set.infinite_of_injective_forall_mem hinj fun k => hc k))
  rw [eval_charpoly] at hk
  have hs : star (f k) ≠ 0 := right_ne_zero_of_mul (by rw [hf k]; exact one_ne_zero)
  have e : 1 - star (f k) • W = star (f k) • (scalar n (f k) - W) := by
    rw [smul_sub, scalar_apply, ← smul_one_eq_diagonal, smul_smul, mul_comm, hf k, one_smul]
  refine ⟨f k, hf k, ?_⟩
  rw [isUnit_iff_isUnit_det, e, det_smul, isUnit_iff_ne_zero]
  exact mul_ne_zero (pow_ne_zero _ hs) hk

/-- For every unitary `W` there is a symmetric unitary `B` with `W B = B Wᵀ`. -/
theorem unitary_intertwiner {W : Matrix n n ℂ} (hW : W ∈ unitaryGroup n ℂ) :
    ∃ B ∈ unitaryGroup n ℂ, Bᵀ = B ∧ W * B = B * Wᵀ := by
  obtain ⟨z, hz, hu⟩ := exists_phase W
  obtain ⟨U, hU⟩ : ∃ U, U = star z • W := ⟨_, rfl⟩
  rw [← hU] at hu
  have hUU : U * Uᴴ = 1 := by
    rw [hU, conjTranspose_smul, star_star, smul_mul_assoc, mul_smul_comm, smul_smul,
      mul_comm (star z) z, hz, one_smul]
    exact mem_unitaryGroup_iff.mp hW
  obtain ⟨N, hKN⟩ := hu.exists_right_inv
  have hNK : N * (1 - U) = 1 := _root_.mul_eq_one_comm.mp hKN
  have hst : (1 - U)ᴴ * Nᴴ = 1 := by rw [← conjTranspose_mul, hNK, conjTranspose_one]
  have hk : (1 - U) * (1 - U)ᴴ = (1 - U) + (1 - U)ᴴ := by
    rw [conjTranspose_sub, conjTranspose_one]
    linear_combination (norm := noncomm_ring) hUU
  have hsum : N + Nᴴ = 1 := by
    calc N + Nᴴ = N * ((1 - U)ᴴ * Nᴴ) + N * (1 - U) * Nᴴ := by
          rw [hst, hNK, mul_one, one_mul]
      _ = N * ((1 - U) + (1 - U)ᴴ) * Nᴴ := by
          rw [mul_add, add_mul, ← mul_assoc, add_comm]
      _ = N * (1 - U) * ((1 - U)ᴴ * Nᴴ) := by rw [← hk]; simp only [mul_assoc]
      _ = 1 := by rw [hNK, hst, one_mul]
  -- the Cayley transform of `U` is Hermitian
  have hH : (Complex.I • (N - Nᴴ)).IsHermitian := by
    unfold IsHermitian
    rw [conjTranspose_smul, conjTranspose_sub, conjTranspose_conjTranspose, Complex.star_def,
      Complex.conj_I]
    module
  obtain ⟨B, hB, hBs, hHB⟩ := hermitian_intertwiner hH
  have hd : N - Nᴴ = (2 : ℂ) • N - 1 := by
    rw [eq_sub_of_add_eq' hsum]
    module
  have hNB : N * B = B * Nᵀ := by
    rw [hd] at hHB
    simp only [transpose_smul, transpose_sub, transpose_one, smul_mul_assoc, mul_smul_comm,
      sub_mul, mul_sub, one_mul, mul_one] at hHB
    have h1 : (2 : ℂ) • (N * B) - B = (2 : ℂ) • (B * Nᵀ) - B :=
      smul_right_injective _ Complex.I_ne_zero hHB
    have h2 : (2 : ℂ) • (N * B) = (2 : ℂ) • (B * Nᵀ) := sub_left_inj.mp h1
    exact smul_right_injective _ (two_ne_zero : (2 : ℂ) ≠ 0) h2
  -- pass from the inverse `N` back to `1 - U`, then to `W`
  have hNT : Nᵀ * (1 - U)ᵀ = 1 := by rw [← transpose_mul, hKN, transpose_one]
  have hK : (1 - U) * B = B * (1 - U)ᵀ := by
    calc (1 - U) * B = (1 - U) * (B * Nᵀ) * (1 - U)ᵀ := by
          rw [mul_assoc, mul_assoc, hNT, mul_one]
      _ = (1 - U) * N * B * (1 - U)ᵀ := by rw [← hNB]; simp only [mul_assoc]
      _ = B * (1 - U)ᵀ := by rw [hKN, one_mul]
  have hUB : U * B = B * Uᵀ := by
    rw [transpose_sub, transpose_one, sub_mul, mul_sub, one_mul, mul_one] at hK
    exact sub_right_inj.mp hK
  have hWz : W = z • U := by rw [hU, smul_smul, hz, one_smul]
  exact ⟨B, hB, hBs, by rw [hWz, transpose_smul, smul_mul_assoc, mul_smul_comm, hUB]⟩

/-- A complex square matrix `W` is unitary if and only if `W = A conj(B)` with `A` and `B`
symmetric unitary matrices. -/
theorem unitary_iff_symmetric_factorization (W : Matrix n n ℂ) :
    W ∈ unitaryGroup n ℂ ↔ ∃ A ∈ unitaryGroup n ℂ, ∃ B ∈ unitaryGroup n ℂ,
      Aᵀ = A ∧ Bᵀ = B ∧ W = A * B.map star := by
  constructor
  · intro hW
    obtain ⟨B, hB, hBs, h⟩ := unitary_intertwiner hW
    have hc : B.map star = Bᴴ := by rw [conjTranspose, hBs]
    have hBB : B * Bᴴ = 1 := mem_unitaryGroup_iff.mp hB
    refine ⟨W * B, mul_mem hW hB, B, hB, ?_, hBs, ?_⟩
    · rw [transpose_mul, hBs, h]
    · rw [hc, mul_assoc, hBB, mul_one]
  · rintro ⟨A, hA, B, hB, -, hBs, rfl⟩
    have hc : B.map star = star B := by rw [star_eq_conjTranspose, conjTranspose, hBs]
    rw [hc]
    exact mul_mem hA (Unitary.star_mem hB)

/-- Every unitary evolution is a composition of two antiunitary involutions `x ↦ A conj(x)` and
`x ↦ B conj(x)`. -/
theorem evolution_eq_two_involutions {W : Matrix n n ℂ} (hW : W ∈ unitaryGroup n ℂ) :
    ∃ A ∈ unitaryGroup n ℂ, ∃ B ∈ unitaryGroup n ℂ,
      Function.Involutive (antiMap A) ∧ Function.Involutive (antiMap B) ∧
      ∀ x, W *ᵥ x = antiMap A (antiMap B x) := by
  obtain ⟨A, hA, B, hB, hAs, hBs, h⟩ := (unitary_iff_symmetric_factorization W).mp hW
  exact ⟨A, hA, B, hB, (antiMap_involutive_iff hA).mpr hAs, (antiMap_involutive_iff hB).mpr hBs,
    fun x => by rw [antiMap_comp, h]⟩

/-- For every unitary evolution `W` there is an antiunitary involution that conjugates `W` into
the inverse evolution `W†`. -/
theorem exists_time_reversal {W : Matrix n n ℂ} (hW : W ∈ unitaryGroup n ℂ) :
    ∃ B ∈ unitaryGroup n ℂ, Function.Involutive (antiMap B) ∧
      ∀ x, antiMap B (W *ᵥ antiMap B x) = Wᴴ *ᵥ x := by
  obtain ⟨A, -, B, hB, hAi, hBi, hc⟩ := evolution_eq_two_involutions hW
  have hWW : Wᴴ * W = 1 := mem_unitaryGroup_iff'.mp hW
  refine ⟨B, hB, hBi, fun x => ?_⟩
  have h : W *ᵥ antiMap B (antiMap A x) = x := by rw [hc, hBi (antiMap A x), hAi x]
  calc antiMap B (W *ᵥ antiMap B x) = antiMap B (antiMap A x) := by rw [hc, hBi x]
    _ = Wᴴ *ᵥ (W *ᵥ antiMap B (antiMap A x)) := by rw [mulVec_mulVec, hWW, one_mulVec]
    _ = Wᴴ *ᵥ x := by rw [h]

end AntiunitaryFactorization
```

```lean
#print axioms AntiunitaryFactorization.antiMap_inner
#print axioms AntiunitaryFactorization.unitary_iff_symmetric_factorization
#print axioms AntiunitaryFactorization.exists_time_reversal
```

```
'AntiunitaryFactorization.antiMap_inner' depends on axioms: [propext, Classical.choice, Quot.sound]
'AntiunitaryFactorization.unitary_iff_symmetric_factorization' depends on axioms: [propext, Classical.choice, Quot.sound]
'AntiunitaryFactorization.exists_time_reversal' depends on axioms: [propext, Classical.choice, Quot.sound]
```

## What the theorems say about a propagator

The finite type `n` labels an orthonormal basis, `n → ℂ` holds the state vectors, and `W *ᵥ x` is one evolution step. `antiMap A` is $K_A$, `B.map star` is $\bar B$, and `Wᴴ` is $W^\dagger$. The inner product `star x ⬝ᵥ y` conjugates its first argument.

`unitary_iff_symmetric_factorization` is the matrix identity with its converse. `evolution_eq_two_involutions` restates it for maps, and `exists_time_reversal` gives the reversal used in the round trip.

Unitarity is assumed in exact arithmetic; rounding errors and non-orthogonal basis sets are not treated. Each $W$ gets its own $B$, with no common choice promised for a sequence of steps. A physical time reversal that squares to $-1$, as for an odd number of electrons, is not the involution supplied here.

## How the proof finds a safe phase

`hermitian_intertwiner` takes $V$ and $D$ from Mathlib's spectral theorem, and `unitary_intertwiner` carries out the passage through $N$. The `calc` blocks follow the matrix products above.

That passage needs the invertibility supplied by `exists_phase`, which turns on `Polynomial.eq_zero_of_infinite_isRoot`: a polynomial with infinitely many roots is zero. The proof lists the phases $z_k=(k+i)/(k-i)$ for natural $k$ and shows that they are distinct. If all were eigenvalues, the characteristic polynomial would vanish identically, but it is monic. Some $z_k$ therefore works, without any eigenvalue being computed. The argument yields existence only, and the chosen phase may lie close to an eigenvalue, so it gives no bound on the conditioning of $1-\bar zW$.
